# The thermal absorptive factor of a Gaussian atom changes sign at $s^2=(2/M)\ln(1+M/b)$

The absorptive factor is defined here for an arbitrary real elastic scattering factor $f$, as an integral over all ways of reaching the scattering vector $(s,0)$ in two successive scatterings. The Gaussian atom, $f(q)=A\,e^{-b|q|^2}$ with $A\neq0$ and $b>0$, is inserted afterwards, so its integrand is derived from the definition. The intermediate scatterings fill a flat plane, which neglects the curvature of the Ewald sphere. The atom vibrates isotropically and independently of its neighbours, as in an Einstein model, and the vibration damps the scattered amplitude by $e^{-M|q|^2}$ with $M>0$.

In electron diffraction simulations, factors of this kind describe the loss from the elastic channel into thermal diffuse scattering. For an atom with a single-Gaussian scattering factor, the result shows that a negative value at large $s$ belongs to the formula itself.

```lean
import Mathlib

open MeasureTheory

namespace ThermalAbsorptiveFactor

noncomputable section
```

## The atom and its vibration

The elastic factor at a scattering vector $q=(q_1,q_2)$ is

$$f(q)=A\,e^{-b|q|^2},\qquad |q|^2=q_1^2+q_2^2 .$$

Here $A$ is the forward amplitude, and $b>0$ sets how fast scattering falls off with angle: a larger $b$ means an atom more spread out in space. In Lean a scattering vector is a pair `q : ℝ × ℝ`, and the squared length is written out in its components.

```lean
/-- Elastic scattering factor of a Gaussian atom with amplitude `A` and width parameter `b`,
at the scattering vector `q` in the plane. -/
def gaussianFactor (A b : ℝ) (q : ℝ × ℝ) : ℝ :=
  A * Real.exp (-b * (q.1 ^ 2 + q.2 ^ 2))
```

Thermal displacement damps the scattered amplitude by

$$D(q)=e^{-M|q|^2}.$$

The parameter $M$ is proportional to the mean square displacement of the atom. Two conventions are fixed here: $D$ damps amplitudes, so intensities would carry $2M$, and $b$ and $M$ multiply the same squared length, so both must refer to the same definition of the scattering vector.

```lean
/-- Debye–Waller damping of the amplitude at the scattering vector `q`. -/
def debyeWaller (M : ℝ) (q : ℝ × ℝ) : ℝ :=
  Real.exp (-M * (q.1 ^ 2 + q.2 ^ 2))
```

## Two scatterings that add up to $(s,0)$

Split the total scattering vector into $q_\pm=(s/2,0)\pm p$, with $p=(p_1,p_2)$ any vector in the plane. If both scatterings see the same momentary displacement of the atom, the thermal average of the combined phase is $D(q_++q_-)=D(s,0)$. Averaging each scattering separately gives $D(q_+)D(q_-)$, which is the part already contained in the elastic description. The difference, weighted by the elastic factors, is the contribution of $p$:

$$f(q_+)\,f(q_-)\,\bigl[D(s,0)-D(q_+)D(q_-)\bigr].$$

```lean
/-- Contribution of two successive scatterings, by `(s/2, 0) + p` and `(s/2, 0) - p`, to the
absorptive factor: the damping of the total scattering vector `(s, 0)` minus the product of the
two separate dampings, weighted by the elastic factors `f`. -/
def absorptiveIntegrand (f : ℝ × ℝ → ℝ) (M s : ℝ) (p : ℝ × ℝ) : ℝ :=
  f (s / 2 + p.1, p.2) * f (s / 2 - p.1, -p.2) *
    (debyeWaller M (s, 0) -
      debyeWaller M (s / 2 + p.1, p.2) * debyeWaller M (s / 2 - p.1, -p.2))
```

The absorptive factor $F(s)$ is the integral of this contribution over $p$. A positive physical prefactor is omitted, which leaves the sign unchanged.

```lean
/-- Thermal absorptive scattering factor at the scattering vector `(s, 0)`, without its
constant prefactor: the integral over all intermediate scatterings in the plane. -/
def absorptiveFactor (f : ℝ × ℝ → ℝ) (M s : ℝ) : ℝ :=
  ∫ p : ℝ × ℝ, absorptiveIntegrand f M s p
```

The squared crossover is named

$$s_c^2=\frac{2}{M}\ln\Bigl(1+\frac{M}{b}\Bigr).$$

```lean
/-- The squared crossover `(2/M) ln(1 + M/b)`, for `b > 0` and `M > 0`. -/
def crossoverSq (b M : ℝ) : ℝ := 2 / M * Real.log (1 + M / b)
```

## The Gaussian integrand

The parallelogram identity gives

$$|q_+|^2+|q_-|^2=2\Bigl(|p|^2+\frac{s^2}{4}\Bigr).$$

Hence the two elastic factors multiply to $A^2e^{-2b(|p|^2+s^2/4)}$, the two dampings multiply to $e^{-2M(|p|^2+s^2/4)}$, and the integrand becomes

$$A^2e^{-2b(|p|^2+s^2/4)}\Bigl[e^{-Ms^2}-e^{-2M(|p|^2+s^2/4)}\Bigr].$$

This is an algebraic identity for all real parameters. In the proof, `h` states the product rule for a general exponent `c`; it is used once with `M` and once with `b`.

```lean
/-- For a Gaussian atom the integrand depends on the intermediate scattering `p` only through
`|p|² + s²/4`. -/
theorem gaussian_integrand (A b M s : ℝ) (p : ℝ × ℝ) :
    absorptiveIntegrand (gaussianFactor A b) M s p =
      A ^ 2 * (Real.exp (-2 * b * (p.1 ^ 2 + p.2 ^ 2 + s ^ 2 / 4)) *
        (Real.exp (-M * s ^ 2) -
          Real.exp (-2 * M * (p.1 ^ 2 + p.2 ^ 2 + s ^ 2 / 4)))) := by
  -- parallelogram identity for the two partial scattering vectors
  have h (c : ℝ) : Real.exp (-c * ((s / 2 + p.1) ^ 2 + p.2 ^ 2)) *
      Real.exp (-c * ((s / 2 - p.1) ^ 2 + (-p.2) ^ 2)) =
      Real.exp (-2 * c * (p.1 ^ 2 + p.2 ^ 2 + s ^ 2 / 4)) := by
    rw [← Real.exp_add]
    congr 1
    ring
  have h0 : Real.exp (-M * (s ^ 2 + 0 ^ 2)) = Real.exp (-M * s ^ 2) := by
    congr 1
    ring
  simp only [absorptiveIntegrand, gaussianFactor, debyeWaller]
  rw [h M, h0, ← h b]
  ring
```

## The Gaussian integral over the plane

For $c>0$ the exponential factorises in the two coordinates, so

$$\int_{\mathbb R^2}e^{-c|p|^2}\,d^2p=\Bigl(\int_{\mathbb R}e^{-cx^2}dx\Bigr)^2=\Bigl(\sqrt{\pi/c}\Bigr)^2=\frac{\pi}{c}.$$

The theorem states integrability together with the value. `hfun` is the factorisation, `integral_prod_mul` turns the plane integral into a product of line integrals, and `integral_gaussian` evaluates them.

```lean
/-- A Gaussian of exponent `c > 0` is integrable over the plane, with integral `π / c`. -/
theorem plane_gaussian {c : ℝ} (hc : 0 < c) :
    Integrable (fun p : ℝ × ℝ => Real.exp (-c * (p.1 ^ 2 + p.2 ^ 2))) ∧
      ∫ p : ℝ × ℝ, Real.exp (-c * (p.1 ^ 2 + p.2 ^ 2)) = Real.pi / c := by
  have hfun : (fun p : ℝ × ℝ => Real.exp (-c * (p.1 ^ 2 + p.2 ^ 2))) =
      fun p => Real.exp (-c * p.1 ^ 2) * Real.exp (-c * p.2 ^ 2) := by
    funext p
    rw [← Real.exp_add]
    congr 1
    ring
  rw [hfun]
  refine ⟨(integrable_exp_neg_mul_sq hc).mul_prod (integrable_exp_neg_mul_sq hc), ?_⟩
  have h := integral_prod_mul (μ := (volume : Measure ℝ)) (ν := (volume : Measure ℝ))
    (fun x : ℝ => Real.exp (-c * x ^ 2)) (fun y : ℝ => Real.exp (-c * y ^ 2))
  simp only [integral_gaussian] at h
  rw [Real.mul_self_sqrt (by positivity)] at h
  exact h
```

## The absorptive factor in closed form

Multiplying out the integrand and collecting the powers of $s$ gives

$$A^2e^{-(M+b/2)s^2}e^{-2b|p|^2}-A^2e^{-(b+M)s^2/2}e^{-2(b+M)|p|^2}.$$

Both terms are plane Gaussians, with integrals $\pi/(2b)$ and $\pi/(2(b+M))$. Therefore

$$F(s)=\frac{\pi A^2}{2}\left[\frac{e^{-(M+b/2)s^2}}{b}-\frac{e^{-(b+M)s^2/2}}{b+M}\right].$$

The theorem also records that the integrand is integrable. This matters because Lean assigns the value zero to a divergent integral, so a value alone would not show convergence.

```lean
/-- For `b > 0` and `M > 0` the absorptive integral of a Gaussian atom converges and is a
difference of two Gaussians in `s`. -/
theorem gaussian_absorptiveFactor (A s : ℝ) {b M : ℝ} (hb : 0 < b) (hM : 0 < M) :
    Integrable (absorptiveIntegrand (gaussianFactor A b) M s) ∧
      absorptiveFactor (gaussianFactor A b) M s =
        A ^ 2 * Real.pi / 2 * (Real.exp (-(M + b / 2) * s ^ 2) / b -
          Real.exp (-((b + M) / 2) * s ^ 2) / (b + M)) := by
  have hsplit (p : ℝ × ℝ) : absorptiveIntegrand (gaussianFactor A b) M s p =
      A ^ 2 * Real.exp (-(M + b / 2) * s ^ 2) *
          Real.exp (-(2 * b) * (p.1 ^ 2 + p.2 ^ 2)) -
        A ^ 2 * Real.exp (-((b + M) / 2) * s ^ 2) *
          Real.exp (-(2 * (b + M)) * (p.1 ^ 2 + p.2 ^ 2)) := by
    have e1 : Real.exp (-2 * b * (p.1 ^ 2 + p.2 ^ 2 + s ^ 2 / 4)) * Real.exp (-M * s ^ 2) =
        Real.exp (-(M + b / 2) * s ^ 2) * Real.exp (-(2 * b) * (p.1 ^ 2 + p.2 ^ 2)) := by
      rw [← Real.exp_add, ← Real.exp_add]
      congr 1
      ring
    have e2 : Real.exp (-2 * b * (p.1 ^ 2 + p.2 ^ 2 + s ^ 2 / 4)) *
        Real.exp (-2 * M * (p.1 ^ 2 + p.2 ^ 2 + s ^ 2 / 4)) =
        Real.exp (-((b + M) / 2) * s ^ 2) *
          Real.exp (-(2 * (b + M)) * (p.1 ^ 2 + p.2 ^ 2)) := by
      rw [← Real.exp_add, ← Real.exp_add]
      congr 1
      ring
    rw [gaussian_integrand]
    linear_combination A ^ 2 * e1 - A ^ 2 * e2
  obtain ⟨h1, i1⟩ := plane_gaussian (c := 2 * b) (by positivity)
  obtain ⟨h2, i2⟩ := plane_gaussian (c := 2 * (b + M)) (by positivity)
  constructor
  · rw [funext hsplit]
    exact (h1.const_mul _).sub (h2.const_mul _)
  · have e : Real.pi / (2 * (b + M)) = Real.pi / 2 / (b + M) := (div_div _ _ _).symm
    simp only [absorptiveFactor, hsplit]
    rw [integral_sub (h1.const_mul _) (h2.const_mul _), integral_const_mul,
      integral_const_mul, i1, i2, e]
    ring
```

In the code, `hsplit` is the splitting into two Gaussians, with `e1` and `e2` combining the exponents of each term. The integral is then taken term by term with `integral_sub`, which needs the integrability of both parts.

## The sign on either side of the crossover

Take the positive factor

$$K=\frac{\pi A^2}{2(b+M)}\,e^{-(M+b/2)s^2}$$

out of the closed form. The exponents in the second term differ by $-(b+M)/2+(M+b/2)=M/2$, so

$$F(s)=K\left[1+\frac{M}{b}-e^{Ms^2/2}\right]=K\left[e^{Ms_c^2/2}-e^{Ms^2/2}\right],$$

where the last step uses the definition of $s_c^2$. Since $M>0$ and the exponential is strictly increasing, $F(s)$ has the sign of $s_c^2-s^2$.

The theorem says this as three equivalences, for every real $s$, with $A\neq0$, $b>0$ and $M>0$: the factor is positive if and only if $s^2<s_c^2$, negative if and only if $s^2>s_c^2$, and zero if and only if $s^2=s_c^2$. The amplitude $A$ may be negative, because only $A^2$ enters.

```lean
/-- For a Gaussian atom with `A ≠ 0`, `b > 0` and `M > 0`, the thermal absorptive factor is
positive exactly when `s² < (2/M) ln(1 + M/b)`, negative exactly when `s²` exceeds this value,
and zero exactly when `s²` equals it. -/
theorem absorptiveFactor_sign {A b M : ℝ} (s : ℝ) (hA : A ≠ 0) (hb : 0 < b) (hM : 0 < M) :
    (0 < absorptiveFactor (gaussianFactor A b) M s ↔ s ^ 2 < crossoverSq b M) ∧
    (absorptiveFactor (gaussianFactor A b) M s < 0 ↔ crossoverSq b M < s ^ 2) ∧
    (absorptiveFactor (gaussianFactor A b) M s = 0 ↔ s ^ 2 = crossoverSq b M) := by
  have hM2 : 0 < M / 2 := by positivity
  have hbM : b + M ≠ 0 := by positivity
  have hc : Real.exp (M / 2 * crossoverSq b M) = 1 + M / b := by
    rw [crossoverSq, ← mul_assoc, show M / 2 * (2 / M) = 1 by field_simp, one_mul,
      Real.exp_log (by positivity)]
  -- a positive factor times a difference of exponentials
  obtain ⟨K, hK, hval⟩ : ∃ K : ℝ, 0 < K ∧ absorptiveFactor (gaussianFactor A b) M s =
      K * (Real.exp (M / 2 * crossoverSq b M) - Real.exp (M / 2 * s ^ 2)) := by
    refine ⟨A ^ 2 * Real.pi / (2 * (b + M)) * Real.exp (-(M + b / 2) * s ^ 2),
      by positivity, ?_⟩
    have e : Real.exp (-((b + M) / 2) * s ^ 2) =
        Real.exp (-(M + b / 2) * s ^ 2) * Real.exp (M / 2 * s ^ 2) := by
      rw [← Real.exp_add]
      congr 1
      ring
    rw [(gaussian_absorptiveFactor A s hb hM).2, hc, e]
    generalize Real.exp (-(M + b / 2) * s ^ 2) = E
    generalize Real.exp (M / 2 * s ^ 2) = X
    field_simp
  have key (u v : ℝ) :
      0 < K * (Real.exp (M / 2 * v) - Real.exp (M / 2 * u)) ↔ u < v := by
    rw [mul_pos_iff_of_pos_left hK, sub_pos, Real.exp_lt_exp]
    exact ⟨fun h => lt_of_mul_lt_mul_left h hM2.le, fun h => mul_lt_mul_of_pos_left h hM2⟩
  have hpos : 0 < absorptiveFactor (gaussianFactor A b) M s ↔ s ^ 2 < crossoverSq b M := by
    rw [hval]
    exact key _ _
  have hneg : absorptiveFactor (gaussianFactor A b) M s < 0 ↔ crossoverSq b M < s ^ 2 := by
    rw [hval, ← key (crossoverSq b M) (s ^ 2), ← neg_pos, ← mul_neg, neg_sub]
  refine ⟨hpos, hneg, fun h => ?_, fun h => ?_⟩
  · exact le_antisymm (not_lt.1 fun h' => (hneg.2 h').ne h)
      (not_lt.1 fun h' => (hpos.2 h').ne' h)
  · exact le_antisymm (not_lt.1 fun h' => (hpos.1 h').ne h)
      (not_lt.1 fun h' => (hneg.1 h').ne' h)
```

The step `hc` is the identity $e^{Ms_c^2/2}=1+M/b$, and `hval` is the factorised form of $F(s)$. The comparison of exponentials is `key`, stated for two arbitrary numbers `u` and `v`. It gives the positive case directly and the negative case with its arguments exchanged. The case of zero follows by excluding both strict inequalities.

Some vibration is needed for this. If $M=0$, all damping factors equal one, the bracket in the integrand vanishes, and $F(s)=0$ for every $s$. Whatever number is then assigned to the crossover, the factor is also zero at values of $s^2$ different from it. The counter-example shows that $M\neq0$ is required.

## Bounds on the crossover without a logarithm

For positive $x\neq1$ the logarithm satisfies $\ln x<x-1$. With $x=1+M/b$ this gives

$$\ln\Bigl(1+\frac Mb\Bigr)<\frac Mb .$$

With the reciprocal argument $x=b/(b+M)$ it gives

$$-\ln\Bigl(1+\frac Mb\Bigr)<\frac{b}{b+M}-1=-\frac{M}{b+M}.$$

Multiplying both results by $2/M$, after reversing the signs in the second, yields

$$\frac{2}{b+M}<s_c^2<\frac2b .$$

In the proof, both uses of the logarithm bound are calls to `Real.log_lt_sub_one_of_pos`, and each `calc` block carries out the multiplication by $2/M$.

```lean
/-- For `b > 0` and `M > 0` the squared crossover lies strictly between `2/(b + M)`
and `2/b`. -/
theorem crossoverSq_bounds {b M : ℝ} (hb : 0 < b) (hM : 0 < M) :
    2 / (b + M) < crossoverSq b M ∧ crossoverSq b M < 2 / b := by
  have hbM : 0 < b + M := by positivity
  have hq : 0 < M / b := by positivity
  have h2M : 0 < 2 / M := by positivity
  constructor
  · -- the tangent bound of the logarithm at the reciprocal argument
    have h := Real.log_lt_sub_one_of_pos (div_pos hb hbM)
      ((div_lt_one hbM).2 (by linarith)).ne
    have hsum : b / (b + M) + M / (b + M) = 1 := by rw [← add_div, div_self hbM.ne']
    have harg : 1 + M / b = (b + M) / b := by rw [add_div, div_self hb.ne']
    have hlog : Real.log (b / (b + M)) = -Real.log (1 + M / b) := by
      rw [harg, ← Real.log_inv, inv_div]
    have hlt : M / (b + M) < Real.log (1 + M / b) := by linarith
    calc 2 / (b + M) = 2 / M * (M / (b + M)) := by field_simp
      _ < crossoverSq b M := mul_lt_mul_of_pos_left hlt h2M
  · have h := Real.log_lt_sub_one_of_pos (show 0 < 1 + M / b by positivity)
      (by linarith : (1 : ℝ) < 1 + M / b).ne'
    have hlt : Real.log (1 + M / b) < M / b := by linarith
    calc crossoverSq b M < 2 / M * (M / b) := mul_lt_mul_of_pos_left hlt h2M
      _ = 2 / b := by field_simp
```

Combined with the sign theorem, the bounds give two simple tests. If $s^2\le 2/(b+M)$, then $s^2<s_c^2$ and the factor is positive; this includes forward scattering, $s=0$. If $s^2\ge2/b$, then $s^2>s_c^2$ and the factor is negative. The second threshold contains only the width parameter of the atom, so it applies however strong or weak the vibration is, as long as $M>0$.

```lean
/-- For a Gaussian atom with `A ≠ 0`, `b > 0` and `M > 0`, the absorptive factor is positive
whenever `s² ≤ 2/(b + M)` and negative whenever `s² ≥ 2/b`. -/
theorem absorptiveFactor_sign_of_bounds {A b M : ℝ} (s : ℝ) (hA : A ≠ 0) (hb : 0 < b)
    (hM : 0 < M) :
    (s ^ 2 ≤ 2 / (b + M) → 0 < absorptiveFactor (gaussianFactor A b) M s) ∧
    (2 / b ≤ s ^ 2 → absorptiveFactor (gaussianFactor A b) M s < 0) := by
  obtain ⟨hpos, hneg, -⟩ := absorptiveFactor_sign s hA hb hM
  obtain ⟨hlow, hhigh⟩ := crossoverSq_bounds hb hM
  exact ⟨fun h => hpos.2 (h.trans_lt hlow), fun h => hneg.2 (hhigh.trans_le h)⟩

end

end ThermalAbsorptiveFactor
```

The sign theorem and these tests concern a single Gaussian. Tabulated scattering factors are often sums of several Gaussians, and their products contain cross terms with unequal widths, for which the formula for $s_c^2$ is not established here. The total scattering vector is placed along the first axis; for the Gaussian atom this loses no generality, since both $f$ and $D$ depend only on the length of their argument.

```lean
#print axioms ThermalAbsorptiveFactor.absorptiveFactor_sign
-- 'ThermalAbsorptiveFactor.absorptiveFactor_sign' depends on axioms: [propext, Classical.choice, Quot.sound]
#print axioms ThermalAbsorptiveFactor.absorptiveFactor_sign_of_bounds
-- 'ThermalAbsorptiveFactor.absorptiveFactor_sign_of_bounds' depends on axioms: [propext, Classical.choice, Quot.sound]
```
